# Right eigenvalues of Hermitian quaternion matrices are real

## States, overlaps and the side of the scalar

A quaternion is $q=q_0+q_1\mathbf i+q_2\mathbf j+q_3\mathbf k$ with real components and $\mathbf i^2=\mathbf j^2=\mathbf k^2=-1$, $\mathbf i\mathbf j=\mathbf k=-\mathbf j\mathbf i$. Its conjugate $\bar q$, written `star q` in Lean, reverses the signs of $q_1,q_2,q_3$, and $\overline{pq}=\bar q\,\bar p$. Bold letters are quaternion units; plain $i,j$ are indices.

A state is a column of quaternions, a function `n → ℍ` on a finite index type `n`. A Hamiltonian is a matrix $M$ of type `Matrix n n ℍ`, acting from the left. The dimension is arbitrary but finite.

```lean
import Mathlib

open Matrix

namespace QuaternionicEnergies

noncomputable section

local notation "ℍ" => Quaternion ℝ

variable {n : Type*} [Fintype n]
```

The overlap of $w$ and $v$ conjugates the first state and keeps the order of the factors:
$$\langle w,v\rangle=\sum_i \bar w_i v_i .$$
It is itself a quaternion.

```lean
/-- The quaternionic overlap `∑ i, star (w i) * v i` of two state vectors. -/
def overlap (w v : n → ℍ) : ℍ := ∑ i, star (w i) * v i
```

The squared norm is defined separately as a real number, $N(v)=\sum_i |v_i|^2$, where `Quaternion.normSq` is the sum of the squares of the four components.

```lean
/-- The real squared norm of a quaternionic state vector. -/
def sqNorm (v : n → ℍ) : ℝ := ∑ i, Quaternion.normSq (v i)
```

Since quaternions do not commute, an eigenvalue equation must say where the scalar stands. A right eigenpair consists of $v\neq0$ and $q$ with $(Mv)_i=v_i\,q$ for every $i$. The definition allows any quaternion $q$; reality is to be derived.

```lean
/-- The nonzero vector `v` satisfies `M v = v q`, with the quaternion `q` on the right. -/
def IsRightEigen (M : Matrix n n ℍ) (v : n → ℍ) (q : ℍ) : Prop :=
  v ≠ 0 ∧ M *ᵥ v = fun i => v i * q
```

The units are given by their components in the order $1,\mathbf i,\mathbf j,\mathbf k$.

```lean
/-- The quaternion unit `i`. -/
def unitI : ℍ := ⟨0, 1, 0, 0⟩

/-- The quaternion unit `j`. -/
def unitJ : ℍ := ⟨0, 0, 1, 0⟩

/-- The quaternion unit `k`. -/
def unitK : ℍ := ⟨0, 0, 0, 1⟩
```

The example used below is a two-site model with zero on-site energies and hopping amplitudes $\pm\mathbf i$:
$$H=\begin{pmatrix}0&\mathbf i\\-\mathbf i&0\end{pmatrix}.$$

```lean
/-- A two-site Hamiltonian with hopping amplitudes `i` and `-i`. -/
def hopping : Matrix (Fin 2) (Fin 2) ℍ := !![0, unitI; -unitI, 0]
```

## The norm is real and positive

For each component $\bar v_i v_i=|v_i|^2$, so $\langle v,v\rangle=N(v)$, with the real number on the right read as a quaternion. In Lean this reading is the coercion `((sqNorm v : ℝ) : ℍ)`, and an induction over finite sets of indices carries the sum through it.

```lean
/-- The overlap of a state with itself is its real squared norm. -/
theorem overlap_self (v : n → ℍ) : overlap v v = ((sqNorm v : ℝ) : ℍ) := by
  classical
  have h : ∀ s : Finset n, ∑ i ∈ s, star (v i) * v i
      = ((∑ i ∈ s, Quaternion.normSq (v i) : ℝ) : ℍ) := by
    intro s
    induction s using Finset.induction_on with
    | empty => simp
    | insert a s ha ih =>
      rw [Finset.sum_insert ha, Finset.sum_insert ha, Quaternion.coe_add, ih,
        Quaternion.star_mul_self]
  exact h Finset.univ
```

If $v\ne0$, some component $v_i$ is nonzero and contributes $|v_i|^2>0$, while the other terms are nonnegative. Hence $N(v)>0$.

```lean
/-- A nonzero state has positive squared norm. -/
theorem sqNorm_pos {v : n → ℍ} (hv : v ≠ 0) : 0 < sqNorm v := by
  obtain ⟨i, hi⟩ := Function.ne_iff.mp hv
  exact Finset.sum_pos' (fun j _ => Quaternion.normSq_nonneg)
    ⟨i, Finset.mem_univ i, lt_of_le_of_ne Quaternion.normSq_nonneg
      (Ne.symm (Quaternion.normSq_ne_zero.mpr hi))⟩
```

## Moving scalars and the Hamiltonian through the overlap

A scalar on the right of the second state comes out on the right. On the first state, conjugation reverses the product and brings it out on the left:
$$\langle w,vq\rangle=\sum_i\bar w_i v_i q=\langle w,v\rangle q,\qquad
\langle wq,v\rangle=\sum_i\bar q\,\bar w_i v_i=\bar q\,\langle w,v\rangle .$$
The two halves of the theorem are these two lines.

```lean
/-- A scalar on the right of the second state leaves the overlap on the right; a scalar on
the right of the first state leaves it on the left, conjugated. -/
theorem overlap_mul (w v : n → ℍ) (q : ℍ) :
    overlap w (fun i => v i * q) = overlap w v * q ∧
    overlap (fun i => w i * q) v = star q * overlap w v := by
  constructor
  · simp only [overlap, Finset.sum_mul, mul_assoc]
  · simp only [overlap, star_mul, Finset.mul_sum, mul_assoc]
```

The hypothesis `M.IsHermitian` says that $M$ equals its conjugate transpose, $M_{ij}=\overline{M_{ji}}$. Exchanging the two finite sums gives
$$\langle w,Mv\rangle=\sum_j\sum_i\bar w_i M_{ij}v_j
=\sum_j\sum_i\bar w_i\,\overline{M_{ji}}\,v_j
=\sum_j\overline{(Mw)_j}\,v_j=\langle Mw,v\rangle .$$
No factors are interchanged, so noncommutativity does no harm. In the proof, `Finset.sum_comm` exchanges the sums and `hM.apply i j` supplies the middle equality.

```lean
/-- A Hermitian quaternion matrix can be moved from one side of the overlap to the other. -/
theorem overlap_mulVec {M : Matrix n n ℍ} (hM : M.IsHermitian) (w v : n → ℍ) :
    overlap w (M *ᵥ v) = overlap (M *ᵥ w) v := by
  simp only [overlap, Matrix.mulVec, dotProduct, star_sum, star_mul, Finset.mul_sum,
    Finset.sum_mul]
  rw [Finset.sum_comm]
  refine Finset.sum_congr rfl fun j _ => Finset.sum_congr rfl fun i _ => ?_
  rw [hM.apply i j, mul_assoc]
```

## Reality of the energy

Let $Mv=vq$ with $v\neq0$, and write $N=N(v)$. The two sides of $\langle v,Mv\rangle=\langle Mv,v\rangle$ are
$$\langle v,vq\rangle=Nq,\qquad \langle vq,v\rangle=\bar q N .$$
The real number $N$ commutes with $q$, so $qN=\bar qN$. Since $N>0$ it cancels, leaving $q=\bar q$: the three imaginary components vanish. The conclusion is stated as $q$ being equal to its own real part.

The Lean proof rewrites the same identity `h` with the eigenvalue equation and the overlap rules, then cancels the norm with `mul_right_cancel₀`.

```lean
/-- Every right eigenvalue of a Hermitian quaternion matrix is real. -/
theorem right_eigenvalue_real {M : Matrix n n ℍ} (hM : M.IsHermitian) {v : n → ℍ} {q : ℍ}
    (hv : IsRightEigen M v q) : q = (q.re : ℍ) := by
  have hN := sqNorm_pos hv.1
  have hN' : ((sqNorm v : ℝ) : ℍ) ≠ 0 := fun h =>
    hN.ne' (Quaternion.coe_injective (h.trans Quaternion.coe_zero.symm))
  -- evaluate the overlap of `v` with `M v` in two ways
  have h := overlap_mulVec hM v v
  rw [hv.2, (overlap_mul v v q).1, (overlap_mul v v q).2, overlap_self,
    Quaternion.coe_commutes] at h
  -- the real positive norm cancels, leaving `q = star q`
  exact Quaternion.star_eq_self.mp (mul_right_cancel₀ hN' h).symm
```

The smallest nonempty case shows the mechanism. A $1\times1$ Hermitian matrix is a real number $m$, and $mv=vq$ with $v\ne0$ gives $q=v^{-1}mv=m$. For an empty index type there is no nonzero vector, and the statement is vacuous.

Reality also removes an ambiguity. Replacing $v$ by $vs$ with $s\neq0$ turns the eigenvalue $q$ into $s^{-1}qs$, which equals $q$ when $q$ is real. The energy therefore does not depend on the quaternionic phase chosen for the state. The theorem concerns eigenpairs that are given; it does not construct a complete set of them.

## The energy as an expectation value

From $\langle v,Mv\rangle=Nq$ the real part is $N\,\mathrm{Re}\,q$, and division by $N>0$ gives
$$q=\frac{\mathrm{Re}\,\langle v,Mv\rangle}{N(v)} .$$
This is the Rayleigh quotient, valid for unnormalised $v$. The proof computes the real part, cancels the norm and invokes the reality theorem.

```lean
/-- A right eigenvalue of a Hermitian quaternion matrix `M` is the real part of the overlap of its
eigenvector `v` with `M v`, divided by the squared norm of `v`. -/
theorem eigenvalue_eq_rayleigh {M : Matrix n n ℍ} (hM : M.IsHermitian) {v : n → ℍ} {q : ℍ}
    (hv : IsRightEigen M v q) :
    q = (((overlap v (M *ᵥ v)).re / sqNorm v : ℝ) : ℍ) := by
  have hre : (overlap v (M *ᵥ v)).re = sqNorm v * q.re := by
    rw [hv.2, (overlap_mul v v q).1, overlap_self]
    simp
  rw [hre, mul_div_cancel_left₀ _ (sqNorm_pos hv.1).ne']
  exact right_eigenvalue_real hM hv
```

## Orthogonality of states with different energies

Let $Mw=wp$ and $Mv=vq$ with $w,v\neq0$ and $p\ne q$. Moving $M$ across the overlap gives
$$\langle w,v\rangle q=\bar p\,\langle w,v\rangle=p\,\langle w,v\rangle=\langle w,v\rangle p,$$
where the last two steps use that $p$ is real. Thus $\langle w,v\rangle(q-p)=0$. Quaternions have no zero divisors, so $\langle w,v\rangle=0$ in all four components.

```lean
/-- Eigenvectors of a Hermitian quaternion matrix with different right eigenvalues have
zero quaternionic overlap. -/
theorem overlap_eq_zero {M : Matrix n n ℍ} (hM : M.IsHermitian) {w v : n → ℍ} {p q : ℍ}
    (hw : IsRightEigen M w p) (hv : IsRightEigen M v q) (hpq : p ≠ q) :
    overlap w v = 0 := by
  have hp := right_eigenvalue_real hM hw
  have hs : star p = p := Quaternion.star_eq_self.mpr hp
  -- a real eigenvalue commutes with the overlap
  have hc : p * overlap w v = overlap w v * p := by
    rw [hp]
    exact Quaternion.coe_commutes _ _
  have h := overlap_mulVec hM w v
  rw [hv.2, hw.2, (overlap_mul w v q).1, (overlap_mul w v p).2] at h
  have h0 : overlap w v * (q - p) = 0 := by
    rw [mul_sub, h, hs, hc, sub_self]
  exact (mul_eq_zero.mp h0).resolve_right (sub_ne_zero.mpr hpq.symm)
```

## The Kramers partner

Right multiplication by $\mathbf j$ commutes with $M$, which acts from the left. Because $q$ is real,
$$M(v\mathbf j)=(Mv)\mathbf j=vq\mathbf j=(v\mathbf j)q ,$$
and $v\mathbf j\ne0$ since $\mathbf j\neq0$. The overlap with the original state is $\langle v,v\mathbf j\rangle=N(v)\,\mathbf j$, whose components along $1$ and $\mathbf i$ are zero.

If complex numbers $a+b\mathbf i$ act on states from the right, the map $v\mapsto v\mathbf j$ is antilinear and squares to $-1$, as time reversal does for half-integer spin. The components along $1$ and $\mathbf i$ then form the complex inner product, so the partners are orthogonal complex states of equal energy, although their quaternionic overlap is not zero. For a one-electron Hamiltonian with time-reversal symmetry, written as a quaternion matrix in a finite orthonormal Kramers-paired basis, this is the familiar twofold degeneracy.

In Lean, `hc` is the commutation $q\mathbf j=\mathbf jq$, the `calc` block is the displayed chain, and the last two goals are the vanishing components `re` and `imI`.

```lean
/-- Kramers partner: if `v` is a right eigenvector of a Hermitian quaternion matrix, then `v j` is a
right eigenvector with the same eigenvalue, and the complex part (components along `1` and `i`) of
its overlap with `v` vanishes. -/
theorem kramers_partner {M : Matrix n n ℍ} (hM : M.IsHermitian) {v : n → ℍ} {q : ℍ}
    (hv : IsRightEigen M v q) :
    IsRightEigen M (fun i => v i * unitJ) q ∧
    (overlap v (fun i => v i * unitJ)).re = 0 ∧
    (overlap v (fun i => v i * unitJ)).imI = 0 := by
  have hj : unitJ ≠ 0 := by
    intro h
    have h1 := congrArg (fun z : ℍ => z.imJ) h
    exact absurd (show (1 : ℝ) = 0 from h1) one_ne_zero
  have hc : q * unitJ = unitJ * q := by
    rw [right_eigenvalue_real hM hv]
    exact Quaternion.coe_commutes _ _
  refine ⟨⟨?_, ?_⟩, ?_, ?_⟩
  · intro h
    apply hv.1
    funext i
    exact (mul_eq_zero.mp (congrFun h i)).resolve_right hj
  · funext i
    have hi := congrFun hv.2 i
    simp only [Matrix.mulVec, dotProduct] at hi ⊢
    calc ∑ k, M i k * (v k * unitJ) = (∑ k, M i k * v k) * unitJ := by
          simp only [Finset.sum_mul, mul_assoc]
      _ = v i * q * unitJ := by rw [hi]
      _ = v i * unitJ * q := by rw [mul_assoc, hc, ← mul_assoc]
  · rw [(overlap_mul v v unitJ).1, overlap_self]
    simp
    simp [unitJ]
  · rw [(overlap_mul v v unitJ).1, overlap_self]
    simp
    simp [unitJ]
```

A numerical instance shows these relations together. Take
$$M=\begin{pmatrix}2&\mathbf j\\-\mathbf j&2\end{pmatrix},\qquad v=\begin{pmatrix}1\\-\mathbf j\end{pmatrix},\qquad
Mv=\begin{pmatrix}2-\mathbf j^2\\-\mathbf j-2\mathbf j\end{pmatrix}=\begin{pmatrix}3\\-3\mathbf j\end{pmatrix}=v\,3 .$$
Here $N(v)=2$ and $\langle v,Mv\rangle=3+3=6$, so the Rayleigh quotient is $6/2=3$. The partner is $v\mathbf j=(\mathbf j,1)$, and its overlap with $v$ is $\mathbf j+\mathbf j=2\mathbf j$, or $\mathbf j$ after both states are normalised.

## Two energies of the hopping model

For the two-site matrix $H$,
$$H\begin{pmatrix}1\\-\mathbf i\end{pmatrix}=\begin{pmatrix}1\\-\mathbf i\end{pmatrix},\qquad
H\begin{pmatrix}1\\\mathbf i\end{pmatrix}=\begin{pmatrix}-1\\-\mathbf i\end{pmatrix}=\begin{pmatrix}1\\\mathbf i\end{pmatrix}(-1).$$
The energies are $1$ and $-1$, with normalised states $(1,\mp\mathbf i)/\sqrt2$. The proof checks Hermiticity entry by entry, sees from the first component that each vector is nonzero, and evaluates both rows using $\mathbf i^2=-1$.

```lean
/-- The two-site hopping Hamiltonian is Hermitian and has the right eigenvectors `(1, -i)`
and `(1, i)` with eigenvalues `1` and `-1`. -/
theorem right_eigenvalue_witness :
    hopping.IsHermitian ∧ IsRightEigen hopping ![1, -unitI] 1 ∧
    IsRightEigen hopping ![1, unitI] (-1) := by
  have hone : (1 : ℍ).re = 1 ∧ (1 : ℍ).imI = 0 ∧ (1 : ℍ).imJ = 0 ∧ (1 : ℍ).imK = 0 :=
    ⟨rfl, rfl, rfl, rfl⟩
  have hs : star unitI = -unitI := by
    ext <;> simp
    simp [unitI]
  have hii : unitI * unitI = -1 := by
    ext <;> simp <;> simp [unitI, hone.1, hone.2.1, hone.2.2.1, hone.2.2.2]
  refine ⟨Matrix.IsHermitian.ext fun a b => ?_, ⟨fun h => ?_, ?_⟩, ⟨fun h => ?_, ?_⟩⟩
  · fin_cases a <;> fin_cases b <;> simp [hopping, hs]
  · simpa using congrFun h 0
  · funext a
    fin_cases a <;> simp [hopping, Matrix.mulVec, dotProduct, Fin.sum_univ_two, hii]
  · simpa using congrFun h 0
  · funext a
    fin_cases a <;> simp [hopping, Matrix.mulVec, dotProduct, Fin.sum_univ_two, hii]
```

## A scalar on the left need not be real

The same Hermitian matrix satisfies
$$H\begin{pmatrix}1\\\mathbf j\end{pmatrix}=\begin{pmatrix}\mathbf i\mathbf j\\-\mathbf i\end{pmatrix}=\begin{pmatrix}\mathbf k\\\mathbf k\mathbf j\end{pmatrix}=\mathbf k\begin{pmatrix}1\\\mathbf j\end{pmatrix},$$
because $\mathbf i\mathbf j=\mathbf k$ and $\mathbf k\mathbf j=-\mathbf i$. So $\mathbf k$ is a left eigenvalue, and it is not real. There is no conflict with the reality theorem: $(1,\mathbf j)$ is not a right eigenvector, since the first row would require $q=\mathbf k$, while the second would then read $-\mathbf i=\mathbf j\mathbf k=\mathbf i$.

The Lean statement contains the Hermiticity, the left eigenvalue equation and the non-reality of $\mathbf k$. The last is proved by comparing components along $\mathbf k$, which would give $1=0$.

```lean
/-- With the scalar on the left reality fails: the Hermitian hopping Hamiltonian maps
`(1, j)` to `k (1, j)`, and `k` is not real. -/
theorem left_eigenvalue_not_real :
    hopping.IsHermitian ∧
    hopping *ᵥ ![1, unitJ] = (fun a => unitK * (![1, unitJ] : Fin 2 → ℍ) a) ∧
    unitK ≠ (unitK.re : ℍ) := by
  have hij : unitI * unitJ = unitK := by ext <;> simp <;> simp [unitI, unitJ, unitK]
  have hkj : unitK * unitJ = -unitI := by ext <;> simp <;> simp [unitI, unitJ, unitK]
  refine ⟨right_eigenvalue_witness.1, ?_, fun h => ?_⟩
  · funext a
    fin_cases a <;> simp [hopping, Matrix.mulVec, dotProduct, Fin.sum_univ_two, hij, hkj]
  · have h1 := congrArg (fun z : ℍ => z.imK) h
    exact absurd (show (1 : ℝ) = 0 from h1) one_ne_zero

end

end QuaternionicEnergies
```

```lean
#print axioms QuaternionicEnergies.right_eigenvalue_real
-- 'QuaternionicEnergies.right_eigenvalue_real' depends on axioms: [propext, Classical.choice, Quot.sound]
#print axioms QuaternionicEnergies.eigenvalue_eq_rayleigh
-- 'QuaternionicEnergies.eigenvalue_eq_rayleigh' depends on axioms: [propext, Classical.choice, Quot.sound]
#print axioms QuaternionicEnergies.kramers_partner
-- 'QuaternionicEnergies.kramers_partner' depends on axioms: [propext, Classical.choice, Quot.sound]
#print axioms QuaternionicEnergies.left_eigenvalue_not_real
-- 'QuaternionicEnergies.left_eigenvalue_not_real' depends on axioms: [propext, Classical.choice, Quot.sound]
```
